# Fiedler sorting recovers the order of a uniform open chain, up to reflection

## Orbitals on a line

A DMRG calculation on a molecule places the orbitals on a line, and the order affects how large a bond dimension is needed. Given pair weights I_ij, such as orbital mutual informations, one would like strongly coupled orbitals to sit close together. A common heuristic gives each orbital a real coordinate x_i, minimises the sum of weighted squared distances over normalised x with ∑_i x_i = 0, and sorts by x_i. If the orbitals really form a chain but carry scrambled labels, does sorting find it?

For unit weights between neighbours it does. Let L = diag(row sums of I) − I, and call a nonzero eigenvector for the smallest nonzero eigenvalue of L a Fiedler vector. For nonnegative symmetric weights on a connected graph, the normalised Fiedler vectors are the minimisers just described. For the open chain of n ≥ 2 sites, i = 0, …, n−1, with weight one between neighbours and zero otherwise, the smallest nonzero eigenvalue is 2 − 2cos(π/n), and the Fiedler vectors are exactly the nonzero multiples of cos(π(i + 1/2)/n). The two normalised ones have prefactors ±√(2/n).

## Squared distance as a quadratic form

Row i of L gives (Lx)_i = ∑_j I_ij (x_i − x_j). Hence

xᵀLx = ∑_ij I_ij x_i(x_i − x_j) = ∑_ij I_ij x_j(x_j − x_i),

where the second form exchanges i and j and uses I_ij = I_ji. Adding the two gives

∑_ij I_ij (x_i − x_j)² = 2 xᵀLx.

## Standing waves and the gap

On the chain, Lx = μx reads

2x_i − x_{i−1} − x_{i+1} = μx_i,

with x_{−1} = x_0 and x_n = x_{n−1} expressing the missing neighbours. Put μ = 2 − 2cos θ and w_i = cos(θ(i + 1/2)). Since w_{i+1} + w_{i−1} = 2cos θ · w_i, the equation holds, and w_{−1} = w_0 because cosine is even. The right end requires

w_n − w_{n−1} = −2 sin(nθ) sin(θ/2) = 0,

which θ = π/n satisfies.

Conversely, the left end and the recurrence fix any eigenvector for this μ by x_0:

cos(θ/2) x_i = x_0 w_i.

For 0 < θ ≤ π/n the factor cos(θ/2) is positive, so the eigenspace is at most one-dimensional.

Suppose a nonzero eigenvalue μ lay below 2 − 2cos(π/n). The quadratic form gives 2μ xᵀx ≥ 0, so μ > 0 and μ = 2 − 2cos θ with 0 < θ < π/n. Here x_0 ≠ 0, as otherwise x = 0. The right end then demands sin(nθ) sin(θ/2) = 0, but both sines are positive.

At θ = π/n the cosine's arguments increase within (0, π), so w decreases strictly. If orbital i sits at site σ(i), a Fiedler vector is x_i = c w_{σ(i)} with c ≠ 0. Sorting upwards gives the chain order for c < 0 and its reverse for c > 0.

## Four scrambled orbitals

Let orbitals 0, 1, 2, 3 sit at sites 2, 0, 3, 1. The eigenvalue is 2 − √2 ≈ 0.5858, and a normalised Fiedler vector is

x ≈ (−0.2706, 0.6533, −0.6533, 0.2706).

Orbital 1 has only orbital 3 as neighbour: 0.6533 − 0.2706 = 0.3827 ≈ 0.5858 · 0.6533. Sorting upwards gives orbitals 2, 0, 3, 1, at sites 3, 2, 1, 0.

## What the Lean statement fixes

`IsFiedler I μ x` contains the eigenvalue equation, μ ≠ 0, x ≠ 0 and minimality among nonzero real eigenvalues. For nonnegative symmetric weights on a disconnected graph, this differs from taking the second-smallest eigenvalue with multiplicity, which is then zero.

`chain n` holds the unit neighbour weights, `wave n θ` is the unnormalised w, and `σ : ι ≃ Fin n` assigns orbitals to sites. `(chain n).submatrix σ σ` is therefore the weight matrix in the scrambled labels. The last theorem's two alternatives are the chain order and its reflection, without ties.

The weights are given, not computed from a wavefunction. Unequal or long-range couplings, and the effect of the order on DMRG accuracy, lie beyond these theorems.

```lean
import Mathlib

open Matrix Real

namespace FiedlerOrdering

noncomputable section

variable {ι : Type*} [Fintype ι] [DecidableEq ι] {n : ℕ}

/-- The graph Laplacian of the weights `I`: row sums on the diagonal, minus `I`. -/
def laplacian (I : Matrix ι ι ℝ) : Matrix ι ι ℝ :=
  Matrix.diagonal (fun i => ∑ j, I i j) - I

/-- `x` is an eigenvector of the Laplacian of `I` for its smallest nonzero eigenvalue `μ`. -/
def IsFiedler (I : Matrix ι ι ℝ) (μ : ℝ) (x : ι → ℝ) : Prop :=
  μ ≠ 0 ∧ x ≠ 0 ∧ laplacian I *ᵥ x = μ • x ∧
    ∀ (ν : ℝ) (y : ι → ℝ), ν ≠ 0 → y ≠ 0 → laplacian I *ᵥ y = ν • y → μ ≤ ν

/-- The open chain of `n` sites: weight one between neighbours, zero otherwise. -/
def chain (n : ℕ) : Matrix (Fin n) (Fin n) ℝ :=
  Matrix.of fun i j => if i.val + 1 = j.val ∨ j.val + 1 = i.val then 1 else 0

/-- The standing wave `cos (θ (i + 1/2))` on the sites `i = 0, …, n - 1`. -/
def wave (n : ℕ) (θ : ℝ) : Fin n → ℝ := fun i => cos (θ * ((i.val : ℝ) + 1 / 2))

/-- The Laplacian acts by weighted differences. -/
theorem laplacian_mulVec (I : Matrix ι ι ℝ) (x : ι → ℝ) (i : ι) :
    (laplacian I *ᵥ x) i = ∑ j, I i j * (x i - x j) := by
  simp only [laplacian, Matrix.sub_mulVec, Pi.sub_apply, Matrix.mulVec_diagonal, mul_sub,
    Finset.sum_sub_distrib, Finset.sum_mul]
  rfl

/-- For symmetric weights, the weighted sum of squared distances is twice the quadratic form
of the Laplacian. -/
theorem sum_sq_eq_laplacian {I : Matrix ι ι ℝ} (hI : I.IsSymm) (x : ι → ℝ) :
    ∑ i, ∑ j, I i j * (x i - x j) ^ 2 = 2 * (x ⬝ᵥ (laplacian I *ᵥ x)) := by
  have h1 : x ⬝ᵥ (laplacian I *ᵥ x) = ∑ i, ∑ j, I i j * (x i * (x i - x j)) := by
    simp only [dotProduct, laplacian_mulVec, Finset.mul_sum]
    exact Finset.sum_congr rfl fun i _ => Finset.sum_congr rfl fun j _ => by ring
  -- exchange the two summation indices
  have h2 : x ⬝ᵥ (laplacian I *ᵥ x) = ∑ i, ∑ j, I i j * (x j * (x j - x i)) := by
    rw [h1]
    refine Finset.sum_comm.trans ?_
    exact Finset.sum_congr rfl fun i _ => Finset.sum_congr rfl fun j _ => by
      rw [hI.apply i j]
  have h3 : ∑ i, ∑ j, I i j * (x i - x j) ^ 2 =
      ∑ i, ∑ j, I i j * (x i * (x i - x j)) + ∑ i, ∑ j, I i j * (x j * (x j - x i)) := by
    simp only [← Finset.sum_add_distrib]
    exact Finset.sum_congr rfl fun i _ => Finset.sum_congr rfl fun j _ => by ring
  linarith

/-- On the chain, each site is compared with its right and left neighbours, where they exist. -/
theorem chain_mulVec (x : Fin n → ℝ) (i : Fin n) :
    (laplacian (chain n) *ᵥ x) i =
      (if h : i.val + 1 < n then x i - x ⟨i.val + 1, h⟩ else 0) +
      (if 0 < i.val then x i - x ⟨i.val - 1, by have := i.isLt; omega⟩ else 0) := by
  have hs : ∀ j, chain n i j * (x i - x j) = (if i.val + 1 = j.val then x i - x j else 0) +
      (if j.val + 1 = i.val then x i - x j else 0) := by
    intro j
    simp only [chain, Matrix.of_apply]
    split_ifs <;> first | (exfalso; omega) | ring
  rw [laplacian_mulVec]
  simp only [hs, Finset.sum_add_distrib]
  congr 1
  · by_cases h : i.val + 1 < n
    · rw [dif_pos h, Finset.sum_eq_single ⟨i.val + 1, h⟩]
      · exact if_pos rfl
      · exact fun b _ hb => if_neg fun e => hb (Fin.ext e.symm)
      · exact fun hb => absurd (Finset.mem_univ _) hb
    · rw [dif_neg h]
      exact Finset.sum_eq_zero fun j _ => if_neg fun e => h (by have := j.isLt; omega)
  · by_cases h : 0 < i.val
    · rw [if_pos h, Finset.sum_eq_single ⟨i.val - 1, by have := i.isLt; omega⟩]
      · exact if_pos (by show i.val - 1 + 1 = i.val; omega)
      · exact fun b _ hb => if_neg fun e => hb (Fin.ext (by show b.val = i.val - 1; omega))
      · exact fun hb => absurd (Finset.mem_univ _) hb
    · rw [if_neg h]
      exact Finset.sum_eq_zero fun j _ => if_neg fun e => h (by omega)

/-- If `sin (n θ) = 0`, the standing wave satisfies the eigenvalue equation of the chain Laplacian
with value `2 - 2 cos θ`. The wave may be zero, as it is at `θ = π`. -/
theorem wave_eigen {θ : ℝ} (hθ : sin (n * θ) = 0) :
    laplacian (chain n) *ᵥ wave n θ = (2 - 2 * cos θ) • wave n θ := by
  ext i
  have hR : (if h : i.val + 1 < n then wave n θ i - wave n θ ⟨i.val + 1, h⟩ else 0) =
      cos (θ * ((i.val : ℝ) + 1 / 2)) - cos (θ * ((i.val : ℝ) + 1 / 2) + θ) := by
    by_cases h : i.val + 1 < n
    · have e : θ * (((i.val + 1 : ℕ) : ℝ) + 1 / 2) = θ * ((i.val : ℝ) + 1 / 2) + θ := by
        push_cast; ring
      rw [dif_pos h, ← e]
      rfl
    · have hn : (n : ℝ) = i.val + 1 := by
        exact_mod_cast (by have := i.isLt; omega : n = i.val + 1)
      have e1 : θ * ((i.val : ℝ) + 1 / 2) = n * θ - θ / 2 := by rw [hn]; ring
      have e2 : n * θ - θ / 2 + θ = n * θ + θ / 2 := by ring
      rw [dif_neg h, e1, e2, Real.cos_add, Real.cos_sub, hθ]
      ring
  have hL : (if 0 < i.val then wave n θ i - wave n θ ⟨i.val - 1, by have := i.isLt; omega⟩
      else 0) = cos (θ * ((i.val : ℝ) + 1 / 2)) - cos (θ * ((i.val : ℝ) + 1 / 2) - θ) := by
    by_cases h : 0 < i.val
    · have e : θ * (((i.val - 1 : ℕ) : ℝ) + 1 / 2) = θ * ((i.val : ℝ) + 1 / 2) - θ := by
        rw [Nat.cast_pred h]; ring
      rw [if_pos h, ← e]
      rfl
    · have h0 : (i.val : ℝ) = 0 := by exact_mod_cast (by omega : i.val = 0)
      have e : θ * ((0 : ℝ) + 1 / 2) - θ = -(θ * ((0 : ℝ) + 1 / 2)) := by ring
      rw [if_neg h, h0, e, Real.cos_neg, sub_self]
  rw [chain_mulVec, hR, hL, Real.cos_add, Real.cos_sub]
  simp only [Pi.smul_apply, smul_eq_mul, wave]
  ring

/-- If `x` satisfies the eigenvalue equation of the chain Laplacian with value `2 - 2 cos θ`, then
`cos (θ/2)` times `x` is the first entry of `x` times the standing wave. -/
theorem eigenvector_shape (hn : 0 < n) {θ : ℝ} {x : Fin n → ℝ}
    (hx : laplacian (chain n) *ᵥ x = (2 - 2 * cos θ) • x) (i : Fin n) :
    cos (θ / 2) * x i = x ⟨0, hn⟩ * wave n θ i := by
  have row := fun i => (chain_mulVec x i).symm.trans (congrFun hx i)
  have two : ∀ a, cos (a + θ) = 2 * cos θ * cos a - cos (a - θ) := by
    intro a
    rw [Real.cos_add, Real.cos_sub]; ring
  -- three-term recurrence, two neighbouring sites at a time
  have key : ∀ k : ℕ,
      (∀ hk : k < n, cos (θ / 2) * x ⟨k, hk⟩ = x ⟨0, hn⟩ * cos (θ * ((k : ℝ) + 1 / 2))) ∧
      (∀ hk : k + 1 < n, cos (θ / 2) * x ⟨k + 1, hk⟩ =
        x ⟨0, hn⟩ * cos (θ * ((k : ℝ) + 1 / 2) + θ)) := by
    intro k
    induction k with
    | zero =>
      have e : θ * (((0 : ℕ) : ℝ) + 1 / 2) = θ / 2 := by push_cast; ring
      refine ⟨fun hk => by rw [e]; ring, fun hk => ?_⟩
      have r : x ⟨0, hn⟩ - x ⟨0 + 1, hk⟩ + 0 = (2 - 2 * cos θ) * x ⟨0, hn⟩ := by
        have r := row ⟨0, hn⟩
        rw [dif_pos hk, if_neg (lt_irrefl (0 : ℕ))] at r
        exact r
      rw [e, two, show θ / 2 - θ = -(θ / 2) by ring, Real.cos_neg]
      linear_combination (-cos (θ / 2)) * r
    | succ k ih =>
      have e : θ * (((k + 1 : ℕ) : ℝ) + 1 / 2) = θ * ((k : ℝ) + 1 / 2) + θ := by
        push_cast; ring
      refine ⟨fun hk => by rw [e]; exact ih.2 hk, fun hk => ?_⟩
      have h1 : k + 1 < n := by omega
      have h0 : k < n := by omega
      have r : x ⟨k + 1, h1⟩ - x ⟨k + 1 + 1, hk⟩ + (x ⟨k + 1, h1⟩ - x ⟨k, h0⟩) =
          (2 - 2 * cos θ) * x ⟨k + 1, h1⟩ := by
        have r := row ⟨k + 1, h1⟩
        rw [dif_pos hk, if_pos (Nat.succ_pos k)] at r
        exact r
      rw [e, two, show θ * ((k : ℝ) + 1 / 2) + θ - θ = θ * ((k : ℝ) + 1 / 2) by ring]
      linear_combination (-cos (θ / 2)) * r + 2 * cos θ * ih.2 h1 - ih.1 h0
  exact (key i.val).1 i.isLt

/-- Every nonzero eigenvalue of the Laplacian of a chain with at least two sites is at least
`2 - 2 cos (π/n)`. -/
theorem chain_gap (hn : 2 ≤ n) {μ : ℝ} {x : Fin n → ℝ} (hμ : μ ≠ 0) (hx0 : x ≠ 0)
    (hx : laplacian (chain n) *ᵥ x = μ • x) : 2 - 2 * cos (π / n) ≤ μ := by
  -- the quadratic form excludes negative eigenvalues
  have hpos : 0 < μ := by
    have q := sum_sq_eq_laplacian (I := chain n)
      (Matrix.IsSymm.ext fun i j => if_congr or_comm rfl rfl) x
    rw [hx, dotProduct_smul, smul_eq_mul] at q
    have hq : 0 ≤ ∑ i, ∑ j, chain n i j * (x i - x j) ^ 2 :=
      Finset.sum_nonneg fun i _ => Finset.sum_nonneg fun j _ => mul_nonneg
        (by simp only [chain, Matrix.of_apply]; split_ifs <;> norm_num) (sq_nonneg _)
    obtain ⟨i, hi⟩ := Function.ne_iff.mp hx0
    have hS : 0 < x ⬝ᵥ x := Finset.sum_pos' (fun j _ => mul_self_nonneg _)
      ⟨i, Finset.mem_univ i, mul_self_pos.mpr hi⟩
    by_contra hneg
    have := mul_neg_of_neg_of_pos (lt_of_le_of_ne (not_lt.mp hneg) hμ) hS
    linarith
  by_contra hlt
  have hlt := not_le.mp hlt
  obtain ⟨θ, hθ⟩ : ∃ θ, θ = arccos (1 - μ / 2) := ⟨_, rfl⟩
  have hc : cos θ = 1 - μ / 2 := by
    rw [hθ]
    exact Real.cos_arccos (by linarith [Real.neg_one_le_cos (π / n)]) (by linarith)
  have h0 : 0 < θ := by rw [hθ]; exact Real.arccos_pos.mpr (by linarith)
  have hnR : (2 : ℝ) ≤ n := by exact_mod_cast hn
  have h1 : θ < π / n := by
    by_contra h
    have := Real.cos_le_cos_of_nonneg_of_le_pi (by positivity)
      (hθ ▸ Real.arccos_le_pi _) (not_lt.mp h)
    linarith
  have h2 : π / n ≤ π := div_le_self Real.pi_pos.le (by linarith)
  have h3 : θ * n < π := (lt_div_iff₀ (by linarith)).mp h1
  have hC : 0 < cos (θ / 2) := Real.cos_pos_of_mem_Ioo ⟨by linarith, by linarith⟩
  have hx' : laplacian (chain n) *ᵥ x = (2 - 2 * cos θ) • x := by
    rw [hx, hc, show (2 : ℝ) - 2 * (1 - μ / 2) = μ by ring]
  have shape := eigenvector_shape (by omega) hx'
  have hfirst : x ⟨0, by omega⟩ ≠ 0 := by
    intro h
    apply hx0
    ext i
    have := shape i
    rw [h, zero_mul] at this
    exact (mul_eq_zero.mp this).resolve_left hC.ne'
  -- the last site demands sin (n θ) sin (θ/2) = 0
  obtain ⟨m, rfl⟩ : ∃ m, n = m + 2 := ⟨n - 2, by omega⟩
  obtain ⟨β, hβ⟩ : ∃ β, β = θ * ((m + 2 : ℕ) : ℝ) := ⟨_, rfl⟩
  have r : 0 + (x ⟨m + 1, by omega⟩ - x ⟨m, by omega⟩) =
      (2 - 2 * cos θ) * x ⟨m + 1, by omega⟩ := by
    have r := (chain_mulVec x ⟨m + 1, by omega⟩).symm.trans (congrFun hx' _)
    rw [dif_neg (lt_irrefl (m + 2)), if_pos (Nat.succ_pos m)] at r
    exact r
  have a := shape ⟨m + 1, by omega⟩
  have b := shape ⟨m, by omega⟩
  have eA : wave (m + 2) θ ⟨m + 1, by omega⟩ = cos (β - θ / 2) := by
    show cos (θ * (((m + 1 : ℕ) : ℝ) + 1 / 2)) = _
    congr 1
    rw [hβ]; push_cast; ring
  have eB : wave (m + 2) θ ⟨m, by omega⟩ =
      2 * cos θ * cos (β - θ / 2) - cos (β + θ / 2) := by
    have e1 : θ * ((m : ℝ) + 1 / 2) = (β - θ / 2) - θ := by rw [hβ]; push_cast; ring
    have e2 : β + θ / 2 = (β - θ / 2) + θ := by ring
    show cos (θ * ((m : ℝ) + 1 / 2)) = _
    rw [e1, e2, Real.cos_sub (β - θ / 2) θ, Real.cos_add (β - θ / 2) θ]
    ring
  rw [eA] at a
  rw [eB] at b
  have d : cos (β + θ / 2) - cos (β - θ / 2) = -2 * (sin β * sin (θ / 2)) := by
    rw [Real.cos_add, Real.cos_sub]; ring
  have hz : x ⟨0, by omega⟩ * (sin β * sin (θ / 2)) = 0 := by
    linear_combination x ⟨0, by omega⟩ / 2 * d -
      1 / 2 * (cos (θ / 2) * r - (2 * cos θ - 1) * a + b)
  have s1 : 0 < sin β := Real.sin_pos_of_pos_of_lt_pi (by rw [hβ]; positivity) (hβ ▸ h3)
  have s2 : 0 < sin (θ / 2) := Real.sin_pos_of_pos_of_lt_pi (by linarith) (by linarith)
  exact mul_ne_zero hfirst (mul_pos s1 s2).ne' hz

/-- The standing wave `cos (π (i + 1/2) / n)` decreases strictly along the chain. -/
theorem wave_strictAnti (n : ℕ) : StrictAnti (wave n (π / n)) := by
  intro i j hij
  have hj : (j.val : ℝ) + 1 ≤ n := by exact_mod_cast j.isLt
  have hn : (0 : ℝ) < n := by linarith [Nat.cast_nonneg (α := ℝ) j.val]
  have hθ : 0 < π / n := div_pos Real.pi_pos hn
  have hij' : (i.val : ℝ) < j.val := by exact_mod_cast hij
  have hπ : π / n * n = π := by field_simp
  refine Real.cos_lt_cos_of_nonneg_of_le_pi (by positivity) ?_
    (mul_lt_mul_of_pos_left (by linarith) hθ)
  calc π / n * ((j.val : ℝ) + 1 / 2) ≤ π / n * n :=
        mul_le_mul_of_nonneg_left (by linarith) hθ.le
    _ = π := hπ

/-- For a chain of `n ≥ 2` sites the smallest nonzero Laplacian eigenvalue is
`2 - 2 cos (π/n)`, and its eigenvectors are exactly the nonzero multiples of
`cos (π (i + 1/2) / n)`. -/
theorem chain_fiedler_iff (hn : 2 ≤ n) (μ : ℝ) (x : Fin n → ℝ) :
    IsFiedler (chain n) μ x ↔
      μ = 2 - 2 * cos (π / n) ∧ ∃ c : ℝ, c ≠ 0 ∧ x = c • wave n (π / n) := by
  have hnR : (2 : ℝ) ≤ n := by exact_mod_cast hn
  have hn0 : (n : ℝ) ≠ 0 := by linarith
  have hθ : 0 < π / n := div_pos Real.pi_pos (by linarith)
  have hθ' : π / n ≤ π := div_le_self Real.pi_pos.le (by linarith)
  have hC : cos (π / n / 2) ≠ 0 := by
    have : π / n < π := div_lt_self Real.pi_pos (by linarith)
    exact (Real.cos_pos_of_mem_Ioo ⟨by linarith, by linarith⟩).ne'
  have hgap : 2 - 2 * cos (π / n) ≠ 0 := by
    have := Real.cos_lt_cos_of_nonneg_of_le_pi le_rfl hθ' hθ
    rw [Real.cos_zero] at this
    linarith
  have hw : wave n (π / n) ≠ 0 := by
    intro h
    have hlt : (⟨0, by omega⟩ : Fin n) < ⟨1, by omega⟩ := Fin.mk_lt_mk.mpr Nat.one_pos
    have := wave_strictAnti n hlt
    rw [h] at this
    exact lt_irrefl _ this
  have he := wave_eigen (n := n) (θ := π / n)
    (by rw [mul_div_cancel₀ π hn0]; exact Real.sin_pi)
  constructor
  · rintro ⟨hμ, hx0, hx, hmin⟩
    have hval : μ = 2 - 2 * cos (π / n) :=
      le_antisymm (hmin _ _ hgap hw he) (chain_gap hn hμ hx0 hx)
    rw [hval] at hx
    have hshape : x = (x ⟨0, by omega⟩ / cos (π / n / 2)) • wave n (π / n) := by
      ext i
      have := eigenvector_shape (by omega) hx i
      rw [Pi.smul_apply, smul_eq_mul, div_mul_eq_mul_div, eq_div_iff hC]
      linarith
    refine ⟨hval, _, fun h => hx0 ?_, hshape⟩
    rw [hshape, h, zero_smul]
  · rintro ⟨rfl, c, hc, rfl⟩
    refine ⟨hgap, smul_ne_zero hc hw, ?_, fun ν y hν hy h => chain_gap hn hν hy h⟩
    rw [Matrix.mulVec_smul, he, smul_comm]

/-- Relabelling the orbitals carries Fiedler vectors to Fiedler vectors. -/
theorem IsFiedler.relabel {κ : Type*} [Fintype κ] [DecidableEq κ] {I : Matrix κ κ ℝ}
    (σ : ι ≃ κ) {μ : ℝ} {x : ι → ℝ} (h : IsFiedler (I.submatrix σ σ) μ x) :
    IsFiedler I μ (x ∘ σ.symm) := by
  have act : ∀ (y : κ → ℝ) (i : ι),
      (laplacian (I.submatrix σ σ) *ᵥ (y ∘ σ)) i = (laplacian I *ᵥ y) (σ i) := by
    intro y i
    rw [laplacian_mulVec, laplacian_mulVec]
    exact Equiv.sum_comp σ (fun k => I (σ i) k * (y (σ i) - y k))
  have hxσ : (x ∘ σ.symm) ∘ σ = x := by ext i; simp
  obtain ⟨hμ, hx0, hx, hmin⟩ := h
  refine ⟨hμ, fun h0 => hx0 ?_, ?_, fun ν y hν hy hy' => hmin ν (y ∘ σ) hν ?_ ?_⟩
  · rw [← hxσ, h0]; rfl
  · ext k
    have := act (x ∘ σ.symm) (σ.symm k)
    rw [hxσ, hx, Equiv.apply_symm_apply] at this
    exact this.symm
  · intro h0
    apply hy
    ext k
    simpa using congrFun h0 (σ.symm k)
  · ext i
    rw [act, hy']
    rfl

/-- Let orbitals with arbitrary labels be coupled as a chain of `n ≥ 2` sites, orbital `i`
sitting at site `σ i`. Sorting by any Fiedler vector gives the chain order or its reverse. -/
theorem fiedler_sort_recovers_chain (hn : 2 ≤ n) (σ : ι ≃ Fin n) {μ : ℝ} {x : ι → ℝ}
    (h : IsFiedler ((chain n).submatrix σ σ) μ x) :
    (∀ i j, x i < x j ↔ σ i < σ j) ∨ (∀ i j, x i < x j ↔ σ j < σ i) := by
  obtain ⟨-, c, hc, hx⟩ := (chain_fiedler_iff hn μ _).mp (h.relabel σ)
  have hv : ∀ i, x i = c * wave n (π / n) (σ i) := fun i => by
    simpa using congrFun hx (σ i)
  have hs := wave_strictAnti n
  have anti : ∀ a b, wave n (π / n) a < wave n (π / n) b ↔ b < a := fun a b =>
    ⟨fun hab => not_le.mp fun hle => not_lt.mpr (hs.antitone hle) hab, fun hab => hs hab⟩
  -- the sign of the prefactor decides the direction
  rcases lt_or_gt_of_ne hc with hneg | hpos
  · left
    intro i j
    rw [hv i, hv j, mul_lt_mul_left_of_neg hneg, anti]
  · right
    intro i j
    rw [hv i, hv j, ← anti]
    exact ⟨fun h => lt_of_mul_lt_mul_left h hpos.le, fun h => mul_lt_mul_of_pos_left h hpos⟩

end

end FiedlerOrdering
```

```lean
#print axioms FiedlerOrdering.fiedler_sort_recovers_chain
-- 'FiedlerOrdering.fiedler_sort_recovers_chain' depends on axioms: [propext, Classical.choice, Quot.sound]
```

## From site equations to Lean

`sum_sq_eq_laplacian` exchanges the indices with `Finset.sum_comm`. `chain_mulVec` reduces each row to its existing neighbours, and in `wave_eigen` the steps `hR` and `hL` treat the two ends.

`eigenvector_shape` runs the recurrence by induction, carrying two adjacent sites at a time; `linear_combination` does the algebra. `chain_gap` sets θ = arccos(1 − μ/2) and reaches the contradiction at `hz`.

`chain_fiedler_iff` combines the gap with the explicit wave to fix μ, then uses `eigenvector_shape` to find c. `IsFiedler.relabel` moves the vector onto the sites, and `fiedler_sort_recovers_chain` splits on the sign of c.
